# With a ground state of K as trial state, the mixed and extrapolated estimates of K stay at its ground energy

Let $H=K+V$, let $T$ be a ground vector of the Hermitian operator $K$ with energy $K_0$, and let $\psi$ be an eigenvector of $H$ with real energy $E$ and $\langle T,\psi\rangle\neq0$. Then the mixed estimator of $K$ equals $K_0$, which is at most the true mean of $K$ in $\psi$. The mixed estimator of $V$ equals $E-K_0$, which is at least the true mean of $V$. The two errors cancel in the total energy. Linear extrapolation, twice the mixed value minus the trial value, leaves the estimate of $K$ at $K_0$.

For auxiliary-field Monte Carlo with a free-particle trial state, this says how the total energy is split between kinetic and interaction parts, in the idealised case where the projected state $\psi$ is an exact eigenvector and there is no sampling error.

## States, estimators and ground vectors

```lean
import Mathlib

open scoped InnerProductSpace

noncomputable section

namespace MixedEnergyComponents

variable {W : Type*} [NormedAddCommGroup W] [InnerProductSpace ℂ W]
```

The state space `W` is a complex inner product space of any dimension. Operators will be linear maps `W →ₗ[ℂ] W`, defined on all of `W`. An unbounded operator such as $-\nabla^2$ therefore fits only if `W` is chosen as a space of functions that the operator maps into itself.

```lean
/-- The mixed estimator `⟨T, A ψ⟩ / ⟨T, ψ⟩` of an operator `A`, for a trial vector `T` and a
vector `ψ` with nonzero overlap. -/
def mixed (A : W →ₗ[ℂ] W) (T ψ : W) : ℂ := ⟪T, A ψ⟫_ℂ / ⟪T, ψ⟫_ℂ
```

This is the mixed estimator
$$A_{\rm mix}=\frac{\langle T,A\psi\rangle}{\langle T,\psi\rangle}.$$
The notation `⟪x, y⟫_ℂ` is the inner product, conjugate-linear in the first slot as in Dirac notation. The result is a complex number, because for a general $A$ nothing forces it to be real.

```lean
/-- The mean value `Re ⟨x, A x⟩ / ‖x‖²` of an operator `A` in a nonzero vector `x`. -/
def mean (A : W →ₗ[ℂ] W) (x : W) : ℝ := (⟪x, A x⟫_ℂ).re / ‖x‖ ^ 2
```

This is the ordinary expectation value, $\langle A\rangle_x=\mathrm{Re}\,\langle x,Ax\rangle/\|x\|^2$. Division by the squared norm means that $x$ need not be normalised. For $x=\psi$ it is often called the pure estimator.

```lean
/-- The linearly extrapolated estimator, twice the mixed estimator minus the trial mean value,
for `T` and `ψ` with nonzero overlap. -/
def extrapolated (A : W →ₗ[ℂ] W) (T ψ : W) : ℂ := 2 * mixed A T ψ - (mean A T : ℂ)
```

The extrapolated estimator is $A_{\rm ext}=2A_{\rm mix}-\langle A\rangle_T$. The annotation `(mean A T : ℂ)` regards the real mean as a complex number.

```lean
/-- `x` is a ground vector of `A` with energy `e`: a nonzero eigenvector whose eigenvalue `e`
bounds the quadratic form of `A` from below. -/
structure IsGround (A : W →ₗ[ℂ] W) (e : ℝ) (x : W) : Prop where
  ne_zero : x ≠ 0
  eigen : A x = (e : ℂ) • x
  lower : ∀ y, e * ‖y‖ ^ 2 ≤ (⟪y, A y⟫_ℂ).re
```

`IsGround A e x` is a statement with three parts: $x\neq0$, $Ax=ex$, and $e\|y\|^2\le\mathrm{Re}\,\langle y,Ay\rangle$ for every $y$. The last part is the variational principle, taken here as the definition of a ground energy. The ground level may be degenerate. That such a vector exists is an assumption wherever `IsGround` appears as a hypothesis.

## K acts to the left on the trial state

```lean
/-- If the trial vector is an eigenvector of a symmetric operator `K`, the mixed estimator of `K`
is the trial eigenvalue for every vector `φ` that overlaps with the trial vector. -/
theorem mixed_of_trial_eigen {K : W →ₗ[ℂ] W} {T φ : W} {k : ℝ} (hK : K.IsSymmetric)
    (hT : K T = (k : ℂ) • T) (h : ⟪T, φ⟫_ℂ ≠ 0) : mixed K T φ = k := by
  -- let `K` act to the left, on the trial vector
  have h1 : ⟪T, K φ⟫_ℂ = k * ⟪T, φ⟫_ℂ := by
    rw [← hK T φ, hT, inner_smul_left, Complex.conj_ofReal]
  unfold mixed
  rw [h1, mul_div_cancel_right₀ _ h]
```

In a Lean theorem, the hypotheses stand in brackets before the first colon that lies outside all brackets, the conclusion after that colon, and the proof after `:=`. Here `hK` says that $K$ is symmetric, $\langle Kx,y\rangle=\langle x,Ky\rangle$, `hT` says that $KT=kT$ with $k$ real, and `h` says that $\varphi$ overlaps with $T$. Then
$$\langle T,K\varphi\rangle=\langle KT,\varphi\rangle=k\,\langle T,\varphi\rangle,$$
and division by the overlap gives $K_{\rm mix}=k$. The step `h1` is the displayed line, and the final `rw` cancels the overlap. Nothing is asked of $\varphi$ beyond the overlap; it need not be an eigenvector of anything.

In a calculation, $\varphi$ is a single walker. Suppose that a Hubbard model is simulated with the ground determinant of the hopping term as trial state. The code forms the mixed one-body density matrix of each walker and contracts it with the hopping matrix. Every walker returns the same number $K_0$, so the weighted average is $K_0$ with no statistical fluctuation, and all the scatter in the local total energy comes from the interaction.

## Means of eigenvectors, sums and lower bounds

```lean
/-- The mean value of an operator in an eigenvector with real eigenvalue is that eigenvalue. -/
theorem mean_of_eigen {A : W →ₗ[ℂ] W} {x : W} {e : ℝ} (hx : x ≠ 0)
    (h : A x = (e : ℂ) • x) : mean A x = e := by
  have hn : (⟪x, x⟫_ℂ).re = ‖x‖ ^ 2 := inner_self_eq_norm_sq (𝕜 := ℂ) x
  have hp : ‖x‖ ^ 2 ≠ 0 := (pow_pos (norm_pos_iff.2 hx) 2).ne'
  unfold mean
  rw [h, inner_smul_right, Complex.re_ofReal_mul, hn, mul_div_cancel_right₀ _ hp]
```

If $Ax=ex$, then $\langle x,Ax\rangle=e\|x\|^2$, and division by $\|x\|^2\neq0$ gives $\langle A\rangle_x=e$.

```lean
/-- Mean values of the two parts of a Hamiltonian add up to the mean value of the whole. -/
theorem mean_add (K V : W →ₗ[ℂ] W) (x : W) : mean (K + V) x = mean K x + mean V x := by
  unfold mean
  rw [LinearMap.add_apply, inner_add_right, Complex.add_re, add_div]
```

The inner product is additive, so $\langle K+V\rangle_x=\langle K\rangle_x+\langle V\rangle_x$.

```lean
/-- The ground energy is a lower bound for the mean value in any nonzero vector. -/
theorem IsGround.le_mean {A : W →ₗ[ℂ] W} {e : ℝ} {x y : W} (h : IsGround A e x)
    (hy : y ≠ 0) : e ≤ mean A y :=
  (le_div_iff₀ (pow_pos (norm_pos_iff.2 hy) 2)).2 (h.lower y)
```

Dividing the third part of `IsGround` by $\|y\|^2>0$ gives $e\le\langle A\rangle_y$, the variational principle in its usual form.

## The split of the total energy

```lean
/-- Let `T` be a ground vector of the symmetric operator `K` with energy `K0`, and `ψ` an
eigenvector of `K + V` with energy `E` that overlaps with `T`. Then mixed `K` is `K0`, at most the
mean of `K` in `ψ`; mixed `V` is `E - K0`, at least the mean of `V` in `ψ`; and linear
extrapolation leaves the estimate of `K` at `K0`. -/
theorem energy_components {K V : W →ₗ[ℂ] W} {T ψ : W} {K0 E : ℝ} (hK : K.IsSymmetric)
    (hT : IsGround K K0 T) (hψ : (K + V) ψ = (E : ℂ) • ψ) (h : ⟪T, ψ⟫_ℂ ≠ 0) :
    (mixed K T ψ = K0 ∧ K0 ≤ mean K ψ) ∧
    (mixed V T ψ = E - K0 ∧ mean V ψ ≤ E - K0) ∧
    extrapolated K T ψ = K0 := by
  have hψ0 : ψ ≠ 0 := by
    intro h0
    exact h (by rw [h0, inner_zero_right])
  have hk := mixed_of_trial_eigen hK hT.eigen h
  have hle := hT.le_mean hψ0
  -- the mixed estimator of the total energy is exact
  have htot : mixed (K + V) T ψ = E := by
    unfold mixed
    rw [hψ, inner_smul_right, mul_div_cancel_right₀ _ h]
  have hsum : mixed (K + V) T ψ = mixed K T ψ + mixed V T ψ := by
    unfold mixed
    rw [LinearMap.add_apply, inner_add_right, add_div]
  have hmean := mean_add K V ψ
  rw [mean_of_eigen hψ0 hψ] at hmean
  refine ⟨⟨hk, hle⟩, ⟨?_, by linarith⟩, ?_⟩
  · linear_combination -hsum + htot - hk
  · unfold extrapolated
    rw [hk, mean_of_eigen hT.ne_zero hT.eigen]
    ring
```

The conclusion, joined by `∧` ("and"), reads
$$K_{\rm mix}=K_0\le\langle K\rangle_\psi,\qquad V_{\rm mix}=E-K_0\ge\langle V\rangle_\psi,\qquad K_{\rm ext}=K_0.$$
The operator $V$ may be any linear map, and $\psi$ may be an excited eigenvector of $K+V$.

The derivation has four steps.

1. The overlap is nonzero, so $\psi\neq0$. The previous results give $K_{\rm mix}=K_0$ (`hk`) and $K_0\le\langle K\rangle_\psi$ (`hle`).
2. The mixed total energy is exact (`htot`):
$$\frac{\langle T,(K+V)\psi\rangle}{\langle T,\psi\rangle}=\frac{E\,\langle T,\psi\rangle}{\langle T,\psi\rangle}=E.$$
It is also $K_{\rm mix}+V_{\rm mix}$ (`hsum`). Hence $V_{\rm mix}=E-K_0$, which `linear_combination` obtains from these equations.
3. The pure means also add up to $E$ (`hmean`), so $\langle V\rangle_\psi=E-\langle K\rangle_\psi\le E-K_0$. The tactic `linarith` does this linear inequality.
4. Since $\langle K\rangle_T=K_0$, extrapolation gives $K_{\rm ext}=2K_0-K_0=K_0$.

## When the kinetic estimate is exact

```lean
/-- For a symmetric operator `K` with ground energy `K0`, the mean of `K` in a nonzero vector `ψ`
equals `K0` exactly when `ψ` is itself an eigenvector of `K` with eigenvalue `K0`. -/
theorem mean_eq_ground_iff {K : W →ₗ[ℂ] W} {T ψ : W} {K0 : ℝ} (hK : K.IsSymmetric)
    (hT : IsGround K K0 T) (hψ : ψ ≠ 0) : mean K ψ = K0 ↔ K ψ = (K0 : ℂ) • ψ := by
  refine ⟨fun h => ?_, mean_of_eigen hψ⟩
  have hq : (⟪ψ, K ψ⟫_ℂ).re = K0 * ‖ψ‖ ^ 2 :=
    (div_eq_iff (pow_pos (norm_pos_iff.2 hψ) 2).ne').1 h
  have hn : ∀ x : W, (⟪x, x⟫_ℂ).re = ‖x‖ ^ 2 := fun x => inner_self_eq_norm_sq (𝕜 := ℂ) x
  have hs : ∀ x y : W, (⟪x, y⟫_ℂ).re = (⟪y, x⟫_ℂ).re := fun x y => inner_re_symm (𝕜 := ℂ) x y
  -- vary `ψ` along its residual `w`
  obtain ⟨w, hw⟩ : ∃ w, w = K ψ - (K0 : ℂ) • ψ := ⟨_, rfl⟩
  have hexp : ∀ (A : W →ₗ[ℂ] W) (t : ℝ),
      (⟪ψ + (t : ℂ) • w, A (ψ + (t : ℂ) • w)⟫_ℂ).re = (⟪ψ, A ψ⟫_ℂ).re
        + t * ((⟪ψ, A w⟫_ℂ).re + (⟪w, A ψ⟫_ℂ).re) + t ^ 2 * (⟪w, A w⟫_ℂ).re := by
    intro A t
    simp only [map_add, map_smul, inner_add_left, inner_add_right, inner_smul_left,
      inner_smul_right, Complex.conj_ofReal, Complex.add_re, Complex.re_ofReal_mul]
    ring
  have hww : (⟪w, K ψ⟫_ℂ).re - K0 * (⟪w, ψ⟫_ℂ).re = ‖w‖ ^ 2 := by
    rw [← hn w, ← Complex.re_ofReal_mul, ← Complex.sub_re, ← inner_smul_right,
      ← inner_sub_right, ← hw]
  have hsw : (⟪ψ, K w⟫_ℂ).re = (⟪w, K ψ⟫_ℂ).re := by rw [← hK ψ w, hs]
  obtain ⟨b, hb⟩ : ∃ b, b = (⟪w, K w⟫_ℂ).re - K0 * ‖w‖ ^ 2 := ⟨_, rfl⟩
  have hb0 : 0 ≤ b := by linarith [hT.lower w]
  have key : ∀ t : ℝ, 0 ≤ 2 * t * ‖w‖ ^ 2 + t ^ 2 * b := by
    intro t
    have h1 := hT.lower (ψ + (t : ℂ) • w)
    have h2 := hexp LinearMap.id t
    simp only [LinearMap.id_apply] at h2
    rw [hn, hn, hn, hs ψ w] at h2
    rw [hexp K t, h2, hq, hsw] at h1
    rw [← hww, hb]
    linarith
  have hw0 : w = 0 := by
    by_contra hne
    have ha : 0 < ‖w‖ ^ 2 := pow_pos (norm_pos_iff.2 hne) 2
    obtain ⟨s, hs0, hs1⟩ : ∃ s : ℝ, 0 < s ∧ s * (b + 1) = 1 :=
      ⟨(b + 1)⁻¹, by positivity, inv_mul_cancel₀ (by positivity)⟩
    -- a small step against the residual would go below the ground energy
    have h1 := key (-(‖w‖ ^ 2 * s))
    have h2 : 2 * (-(‖w‖ ^ 2 * s)) * ‖w‖ ^ 2 + (-(‖w‖ ^ 2 * s)) ^ 2 * b
        = -((‖w‖ ^ 2) ^ 2 * s * (1 + s)) := by
      linear_combination ((‖w‖ ^ 2) ^ 2 * s) * hs1
    have h3 : 0 < (‖w‖ ^ 2) ^ 2 * s * (1 + s) := by positivity
    linarith
  exact sub_eq_zero.1 (hw.symm.trans hw0)
```

The mean of $K$ in a nonzero $\psi$ equals $K_0$ exactly when $K\psi=K_0\psi$. For an interacting eigenvector $\psi$ that is not also a ground vector of $K$, the mixed value of $K$ is therefore strictly too low and that of $V$ strictly too high.

One direction is the mean of an eigenvector. For the other, define
$$Q(y)=\mathrm{Re}\,\langle y,Ky\rangle-K_0\|y\|^2\ge0,$$
and suppose that $Q(\psi)=0$. Let $w=K\psi-K_0\psi$ be the residual, and move $\psi$ along it by a real amount $t$. Since $K$ is symmetric, the two cross terms are equal, and
$$0\le Q(\psi+tw)=2t\,\mathrm{Re}\,\langle w,K\psi-K_0\psi\rangle+t^2Q(w)=2t\|w\|^2+t^2b,\qquad b=Q(w)\ge0.$$
This is `key`; the expansion of the quadratic form is `hexp`, applied once to $K$ and once to the identity.

If $w$ were nonzero, take $s=1/(b+1)$ and $t=-\|w\|^2s$. Because $sb=1-s$,
$$2t\|w\|^2+t^2b=-2\|w\|^4s+\|w\|^4s(1-s)=-\|w\|^4s(1+s)<0,$$
a contradiction. The steps `h2` and `h3` are this equality and the sign. So $w=0$, which is $K\psi=K_0\psi$.

## For a ground state, extrapolation does not raise the estimate of V

```lean
/-- Let `T` be a ground vector of the symmetric operator `K` with energy `K0`, and `ψ` a ground
vector of `K + V` with energy `E` that overlaps with `T`. The extrapolated estimate of `V` is
`2 (E - K0)` minus the trial mean of `V`, and it does not exceed the mixed value `E - K0`. -/
theorem extrapolated_potential {K V : W →ₗ[ℂ] W} {T ψ : W} {K0 E : ℝ} (hK : K.IsSymmetric)
    (hT : IsGround K K0 T) (hψ : IsGround (K + V) E ψ) (h : ⟪T, ψ⟫_ℂ ≠ 0) :
    extrapolated V T ψ = ((2 * (E - K0) - mean V T : ℝ) : ℂ) ∧
    2 * (E - K0) - mean V T ≤ E - K0 := by
  constructor
  · unfold extrapolated
    rw [(energy_components hK hT hψ.eigen h).2.1.1]
    push_cast
    ring
  · -- variational principle for `K + V` in the trial vector
    have h1 := hψ.le_mean hT.ne_zero
    rw [mean_add, mean_of_eigen hT.ne_zero hT.eigen] at h1
    linarith
```

Now $\psi$ is assumed to be a ground vector of $K+V$. The formula for $V_{\rm ext}$ uses only that it is an eigenvector; the inequality also uses that $E$ is a lower bound. Inserting $V_{\rm mix}=E-K_0$ into the definition gives
$$V_{\rm ext}=2(E-K_0)-\langle V\rangle_T.$$
For the inequality, use $T$ as a variational state for the full Hamiltonian:
$$E\le\langle K+V\rangle_T=K_0+\langle V\rangle_T.$$
Thus $\langle V\rangle_T\ge E-K_0$, and so $V_{\rm ext}\le E-K_0=V_{\rm mix}$. Extrapolation moves the estimate of $V$ down or leaves it in place. The pure value also lies at or below the mixed one, but the theorem doesn't say how close the extrapolated value comes to it.

In the output of a run, the kinetic line thus shows $K_0$ before and after extrapolation, while the interaction line can shift. The extrapolated components then add up to $2E-\langle K+V\rangle_T$, which is in general no longer $E$.

## One particle on two sites

```lean
/-- The operator on a two-site system with site energies `a`, `c` and real hopping amplitude
`b`. -/
def twoSite (a b c : ℝ) : EuclideanSpace ℂ (Fin 2) →ₗ[ℂ] EuclideanSpace ℂ (Fin 2) where
  toFun x := !₂[(a : ℂ) * x 0 + b * x 1, (b : ℂ) * x 0 + c * x 1]
  map_add' x y := by ext i; fin_cases i <;> simp <;> ring
  map_smul' r x := by ext i; fin_cases i <;> simp <;> ring
```

This defines the matrix
$$\begin{pmatrix}a&b\\b&c\end{pmatrix}$$
as a linear map on $\mathbb C^2$, with components numbered 0 and 1. The field `toFun` gives its action, and the other two fields prove that it is linear.

```lean
/-- Two sites with hopping `-12` as `K` and site energies `16`, `9` as `V`: `(1, 1)` is a ground
vector of `K` with energy `-12`, `(3, 4)` is a ground vector of `K + V` with energy `0`, they
overlap, and the mean of `K` in `(3, 4)` is `-288/25`. -/
theorem energy_components_witness :
    (twoSite 0 (-12) 0).IsSymmetric ∧
    IsGround (twoSite 0 (-12) 0) (-12) !₂[1, 1] ∧
    IsGround (twoSite 0 (-12) 0 + twoSite 16 0 9) 0 !₂[3, 4] ∧
    ⟪(!₂[1, 1] : EuclideanSpace ℂ (Fin 2)), !₂[3, 4]⟫_ℂ ≠ 0 ∧
    mean (twoSite 0 (-12) 0) !₂[3, 4] = -288 / 25 := by
  refine ⟨fun x y => ?_, ⟨fun h => ?_, ?_, fun y => ?_⟩, ⟨fun h => ?_, ?_, fun y => ?_⟩, ?_, ?_⟩
  · have h12 : (starRingEnd ℂ) (12 : ℂ) = 12 := Complex.conj_eq_iff_im.2 (by norm_num)
    simp [twoSite, PiLp.inner_apply, Fin.sum_univ_two]
    rw [h12]
    ring
  · have h0 := congrArg (fun v : EuclideanSpace ℂ (Fin 2) => v 0) h
    simp at h0
  · ext i
    fin_cases i <;> simp [twoSite]
  · rw [EuclideanSpace.norm_sq_eq]
    simp [twoSite, PiLp.inner_apply, Fin.sum_univ_two, Complex.sq_norm, Complex.normSq_apply]
    nlinarith [sq_nonneg ((y 0).re - (y 1).re), sq_nonneg ((y 0).im - (y 1).im)]
  · have h0 := congrArg (fun v : EuclideanSpace ℂ (Fin 2) => v 0) h
    simp at h0
  · ext i
    fin_cases i <;> simp [twoSite] <;> norm_num
  · rw [EuclideanSpace.norm_sq_eq]
    simp [twoSite, PiLp.inner_apply, Fin.sum_univ_two]
    nlinarith [sq_nonneg (4 * (y 0).re - 3 * (y 1).re), sq_nonneg (4 * (y 0).im - 3 * (y 1).im)]
  · simp [PiLp.inner_apply, Fin.sum_univ_two]
    norm_num
  · unfold mean
    rw [EuclideanSpace.norm_sq_eq]
    simp [twoSite, PiLp.inner_apply, Fin.sum_univ_two]
    norm_num

end MixedEnergyComponents
```

The example takes
$$K=\begin{pmatrix}0&-12\\-12&0\end{pmatrix},\qquad V=\begin{pmatrix}16&0\\0&9\end{pmatrix},\qquad T=(1,1),\qquad\psi=(3,4).$$
The corresponding unit vectors are $(1,1)/\sqrt2$ and $(3,4)/5$. Direct multiplication gives $KT=-12\,T$ and $(K+V)\psi=0$, so $K_0=-12$ and $E=0$. Both are ground energies, because for $y=(y_0,y_1)$
$$\langle y,Ky\rangle+12\|y\|^2=12\,|y_0-y_1|^2,\qquad\langle y,(K+V)y\rangle=|4y_0-3y_1|^2.$$
In the proof, `simp` writes the claims in components, and `nlinarith` gets the real and imaginary parts of these squares as hints. The overlap is $7$, or $7/(5\sqrt2)\approx0.99$ for unit vectors.

The pure kinetic energy is $\langle K\rangle_\psi=-288/25=-11.52$, strictly above $K_0$. The estimates compare as follows.

| | mixed | pure | trial | extrapolated |
|---|---|---|---|---|
| $K$ | $-12$ | $-11.52$ | $-12$ | $-12$ |
| $V$ | $12$ | $11.52$ | $12.5$ | $11.5$ |

Even with a trial state this close to $\psi$, extrapolation doesn't touch the error of $0.48$ in $K$. It brings $V$ to within $0.02$ of its pure value, and the extrapolated components add up to $-0.5$, although $E=0$.

```lean
#print axioms MixedEnergyComponents.mean_eq_ground_iff
#print axioms MixedEnergyComponents.extrapolated_potential
```

```
'MixedEnergyComponents.mean_eq_ground_iff' depends on axioms: [propext, Classical.choice, Quot.sound]
'MixedEnergyComponents.extrapolated_potential' depends on axioms: [propext, Classical.choice, Quot.sound]
```
